# For $x>0$, the Boys function has $F_n'=-F_{n+1}$, and one upward recursion step enlarges a nonzero absolute error exactly when $2x<2n+1$

For $F_n(x)=\int_0^1 t^{2n}\exp(-xt^2)\,dt$ and $x>0$, the derivative is $F_n'=-F_{n+1}$, the recursion $2xF_{n+1}=(2n+1)F_n-\exp(-x)$ holds, and one upward step of this recursion, carried out without rounding, enlarges a nonzero absolute error in $F_n$ exactly when $2x<2n+1$. These functions give the Coulomb attraction between a nucleus and a Gaussian charge cloud, so their derivatives enter the force on the nucleus, and errors in their values pass into that force.

```lean
import Mathlib

open MeasureTheory

namespace BoysForces

noncomputable section

/-- The Boys function of order `n`: the integral of `t^(2n) exp(-x t²)` over `[0,1]`. -/
def boys (n : ℕ) (x : ℝ) : ℝ :=
  ∫ t in (0 : ℝ)..1, t ^ (2 * n) * Real.exp (-x * t ^ 2)

/-- One step of upward recursion at `x ≠ 0`: it takes a value `f` for the Boys function of
order `n` to a value for order `n + 1`. -/
def upStep (n : ℕ) (x f : ℝ) : ℝ :=
  ((2 * n + 1) * f - Real.exp (-x)) / (2 * x)

/-- The integrand of the Boys function is continuous in `t`. -/
lemma continuous_integrand (n : ℕ) (x : ℝ) :
    Continuous fun t : ℝ => t ^ (2 * n) * Real.exp (-x * t ^ 2) := by
  fun_prop

/-- Boys functions are positive. -/
theorem boys_pos (n : ℕ) (x : ℝ) : 0 < boys n x := by
  refine intervalIntegral.intervalIntegral_pos_of_pos_on
    ((continuous_integrand n x).intervalIntegrable 0 1) ?_ one_pos
  intro t ht
  exact mul_pos (pow_pos ht.1 _) (Real.exp_pos _)

/-- The derivative of a Boys function is minus the Boys function of the next order. -/
theorem hasDerivAt_boys (n : ℕ) (x : ℝ) :
    HasDerivAt (boys n) (-boys (n + 1) x) x := by
  -- a constant dominates the differentiated integrand near x
  have hb : ∀ t ∈ Set.uIoc (0 : ℝ) 1, ∀ y ∈ Metric.ball x 1,
      ‖-(t ^ (2 * (n + 1)) * Real.exp (-y * t ^ 2))‖ ≤ Real.exp (|x| + 1) := by
    intro t ht y hy
    rw [Set.uIoc_of_le zero_le_one] at ht
    have ht0 : 0 ≤ t := ht.1.le
    have ht2 : t ^ 2 ≤ 1 := pow_le_one₀ ht0 ht.2
    rw [Metric.mem_ball, Real.dist_eq] at hy
    have hy1 : -y ≤ |x| + 1 := by
      linarith [(abs_lt.1 hy).1, neg_abs_le x]
    have hexp : -y * t ^ 2 ≤ |x| + 1 :=
      calc -y * t ^ 2 ≤ (|x| + 1) * t ^ 2 := mul_le_mul_of_nonneg_right hy1 (sq_nonneg t)
        _ ≤ (|x| + 1) * 1 := mul_le_mul_of_nonneg_left ht2 (by positivity)
        _ = |x| + 1 := mul_one _
    rw [norm_neg, Real.norm_eq_abs, abs_of_nonneg (by positivity)]
    calc t ^ (2 * (n + 1)) * Real.exp (-y * t ^ 2)
        ≤ 1 * Real.exp (-y * t ^ 2) :=
          mul_le_mul_of_nonneg_right (pow_le_one₀ ht0 ht.2) (Real.exp_pos _).le
      _ ≤ Real.exp (|x| + 1) := by rw [one_mul]; exact Real.exp_le_exp.2 hexp
  have hd : ∀ t y : ℝ, HasDerivAt (fun y : ℝ => t ^ (2 * n) * Real.exp (-y * t ^ 2))
      (-(t ^ (2 * (n + 1)) * Real.exp (-y * t ^ 2))) y := by
    intro t y
    have h1 : HasDerivAt (fun y : ℝ => -y * t ^ 2) (-1 * t ^ 2) y :=
      (hasDerivAt_neg' y).mul_const _
    exact (h1.exp.const_mul (t ^ (2 * n))).congr_deriv (by ring)
  -- differentiate under the integral sign
  have h := intervalIntegral.hasDerivAt_integral_of_dominated_loc_of_deriv_le
    (μ := volume) (a := (0 : ℝ)) (b := 1)
    (F := fun y t : ℝ => t ^ (2 * n) * Real.exp (-y * t ^ 2))
    (F' := fun y t : ℝ => -(t ^ (2 * (n + 1)) * Real.exp (-y * t ^ 2)))
    (bound := fun _ => Real.exp (|x| + 1))
    (Metric.ball_mem_nhds x one_pos)
    (Filter.Eventually.of_forall fun y => (continuous_integrand n y).aestronglyMeasurable)
    ((continuous_integrand n x).intervalIntegrable 0 1)
    (continuous_integrand (n + 1) x).neg.aestronglyMeasurable
    (Filter.Eventually.of_forall hb)
    (continuous_const.intervalIntegrable 0 1)
    (Filter.Eventually.of_forall fun t _ y _ => hd t y)
  exact h.2.congr_deriv (by simp only [boys, intervalIntegral.integral_neg])

/-- The `k`-th derivative of the Boys function of order `n` is `(-1)^k` times the Boys
function of order `n + k`. -/
theorem iteratedDeriv_boys (n k : ℕ) :
    iteratedDeriv k (boys n) = fun x => (-1) ^ k * boys (n + k) x := by
  induction k with
  | zero => simp
  | succ k ih =>
    rw [iteratedDeriv_succ, ih]
    funext x
    rw [((hasDerivAt_boys (n + k) x).const_mul ((-1) ^ k)).deriv,
      show n + (k + 1) = n + k + 1 from rfl, pow_succ]
    ring

/-- When a nucleus at `C` is displaced along `d`, the Boys function of order `n` with argument
`p |C - P|²`, for a Gaussian of exponent `p` centred at `P`, changes at a rate given by the
Boys function of order `n + 1`. -/
theorem hasDerivAt_boys_displacement (n : ℕ) (p : ℝ) (C P d : EuclideanSpace ℝ (Fin 3)) :
    HasDerivAt (fun s : ℝ => boys n (p * ‖C + s • d - P‖ ^ 2))
      (-(2 * p * inner ℝ (C - P) d) * boys (n + 1) (p * ‖C - P‖ ^ 2)) 0 := by
  -- the squared distance is a quadratic polynomial in the displacement
  have hq : ∀ s : ℝ, p * ‖C + s • d - P‖ ^ 2
      = p * (‖C - P‖ ^ 2 + 2 * inner ℝ (C - P) d * s + ‖d‖ ^ 2 * s ^ 2) := by
    intro s
    rw [show C + s • d - P = (C - P) + s • d by abel, norm_add_sq_real, inner_smul_right,
      norm_smul, mul_pow, Real.norm_eq_abs, sq_abs]
    ring
  simp only [hq]
  have hg : HasDerivAt (fun s : ℝ =>
      p * (‖C - P‖ ^ 2 + 2 * inner ℝ (C - P) d * s + ‖d‖ ^ 2 * s ^ 2))
      (p * (2 * inner ℝ (C - P) d)) 0 :=
    (((((hasDerivAt_id' (0 : ℝ)).const_mul (2 * inner ℝ (C - P) d)).const_add
      (‖C - P‖ ^ 2)).fun_add ((hasDerivAt_pow 2 (0 : ℝ)).const_mul (‖d‖ ^ 2))).const_mul
      p).congr_deriv (by simp)
  have h := (hasDerivAt_boys n (p * ‖C - P‖ ^ 2)).comp_of_eq 0 hg (by simp)
  exact h.congr_deriv (by ring)

/-- Integration by parts links Boys functions of neighbouring order. -/
theorem boys_recursion (n : ℕ) (x : ℝ) :
    2 * x * boys (n + 1) x = (2 * n + 1) * boys n x - Real.exp (-x) := by
  have hd : ∀ t ∈ Set.uIcc (0 : ℝ) 1,
      HasDerivAt (fun t : ℝ => t ^ (2 * n + 1) * Real.exp (-x * t ^ 2))
        ((2 * n + 1) * (t ^ (2 * n) * Real.exp (-x * t ^ 2))
          - 2 * x * (t ^ (2 * (n + 1)) * Real.exp (-x * t ^ 2))) t := by
    intro t _
    have h1 : HasDerivAt (fun t : ℝ => t ^ (2 * n + 1)) ((2 * n + 1) * t ^ (2 * n)) t :=
      (hasDerivAt_pow (2 * n + 1) t).congr_deriv (by simp)
    have h2 : HasDerivAt (fun t : ℝ => -x * t ^ 2) (-x * (2 * t)) t :=
      ((hasDerivAt_pow 2 t).const_mul (-x)).congr_deriv (by simp)
    exact (h1.fun_mul h2.exp).congr_deriv (by ring)
  have i1 := ((continuous_integrand n x).const_mul (2 * n + 1 : ℝ)).intervalIntegrable
    (μ := volume) 0 1
  have i2 := ((continuous_integrand (n + 1) x).const_mul (2 * x)).intervalIntegrable
    (μ := volume) 0 1
  have h := intervalIntegral.integral_eq_sub_of_hasDerivAt hd (i1.sub i2)
  rw [intervalIntegral.integral_sub i1 i2, intervalIntegral.integral_const_mul,
    intervalIntegral.integral_const_mul] at h
  -- only the boundary term at t = 1 survives
  have e : (1 : ℝ) ^ (2 * n + 1) * Real.exp (-x * 1 ^ 2)
      - 0 ^ (2 * n + 1) * Real.exp (-x * 0 ^ 2) = Real.exp (-x) := by simp
  unfold boys
  linarith [h.trans e]

/-- For `x > 0`, one upward step multiplies the size of an error `e` in the Boys function of
order `n` by `(2n+1)/(2x)`. -/
theorem upStep_error (n : ℕ) {x : ℝ} (hx : 0 < x) (e : ℝ) :
    |upStep n x (boys n x + e) - boys (n + 1) x| = (2 * n + 1) / (2 * x) * |e| := by
  have hB : boys (n + 1) x = ((2 * n + 1) * boys n x - Real.exp (-x)) / (2 * x) := by
    rw [eq_div_iff (by positivity)]
    linear_combination boys_recursion n x
  have h : upStep n x (boys n x + e) - boys (n + 1) x = (2 * n + 1) / (2 * x) * e := by
    rw [hB]
    unfold upStep
    ring
  rw [h, abs_mul, abs_of_pos (by positivity)]

/-- For `x > 0`, the derivative of a Boys function is minus the one of next order, the two orders
satisfy the recursion, and one upward step enlarges a nonzero absolute error exactly when
`2x < 2n + 1`. -/
theorem boys_derivative_and_amplification (n : ℕ) {x : ℝ} (hx : 0 < x) :
    HasDerivAt (boys n) (-boys (n + 1) x) x ∧
    2 * x * boys (n + 1) x = (2 * n + 1) * boys n x - Real.exp (-x) ∧
    ∀ e : ℝ, e ≠ 0 →
      (|e| < |upStep n x (boys n x + e) - boys (n + 1) x| ↔ 2 * x < 2 * n + 1) := by
  refine ⟨hasDerivAt_boys n x, boys_recursion n x, fun e he => ?_⟩
  rw [upStep_error n hx, lt_mul_iff_one_lt_left (abs_pos.2 he), one_lt_div (by positivity)]

/-- For every `x > 0`, one upward step enlarges a nonzero relative error. -/
theorem relative_error_grows (n : ℕ) {x e : ℝ} (hx : 0 < x) (he : e ≠ 0) :
    |e| / boys n x
      < |upStep n x (boys n x + e) - boys (n + 1) x| / boys (n + 1) x := by
  -- the positive term exp(-x) in the recursion makes the inequality strict
  have key : boys (n + 1) x < (2 * n + 1) / (2 * x) * boys n x := by
    rw [div_mul_eq_mul_div, lt_div_iff₀ (by positivity)]
    linarith [boys_recursion n x, Real.exp_pos (-x)]
  rw [upStep_error n hx, div_lt_div_iff₀ (boys_pos n x) (boys_pos (n + 1) x)]
  linarith [mul_lt_mul_of_pos_left key (abs_pos.2 he)]

end

end BoysForces
```

```lean
#print axioms BoysForces.iteratedDeriv_boys
#print axioms BoysForces.hasDerivAt_boys_displacement
#print axioms BoysForces.boys_derivative_and_amplification
#print axioms BoysForces.relative_error_grows
```

```
'BoysForces.iteratedDeriv_boys' depends on axioms: [propext, Classical.choice, Quot.sound]
'BoysForces.hasDerivAt_boys_displacement' depends on axioms: [propext, Classical.choice, Quot.sound]
'BoysForces.boys_derivative_and_amplification' depends on axioms: [propext, Classical.choice, Quot.sound]
'BoysForces.relative_error_grows' depends on axioms: [propext, Classical.choice, Quot.sound]
```

## The integral, the update and the threshold

`boys n x` is the integral $F_n(x)$ itself, with a natural number $n$ and a real $x$. `upStep n x f` is a separate object, the update

$$U(f)=\frac{(2n+1)f-\exp(-x)}{2x},$$

which accepts any real number $f$ in place of $F_n(x)$. Keeping the two apart makes it possible to feed the update a wrong value and compare the outcome with the true $F_{n+1}(x)$.

The theorem `boys_derivative_and_amplification` takes $x>0$ and joins three statements. The first, `HasDerivAt (boys n) (-boys (n + 1) x) x`, says that $F_n$ is differentiable at $x$ with derivative $-F_{n+1}(x)$. The second is the recursion. The third says that for every real $e\neq0$,

$$|e|<|U(F_n(x)+e)-F_{n+1}(x)|\iff 2x<2n+1 .$$

Here $e$ is the error in $F_n$, not the base of the natural logarithm. The supporting theorems show that the derivative and the recursion hold for all real $x$; positivity enters only in the statements about the update.

`relative_error_grows` adds that for every $x>0$ a nonzero relative error becomes larger in one upward step, even where the absolute error shrinks. With $n=3$ and $x=5$, for instance, the absolute error is multiplied by $7/10$, while the relative error still grows.

The error $e$ is one that is already present in $F_n$. The exponential and the arithmetic of the step are taken without rounding, and only a single step is considered.

## A nucleus and a Gaussian charge cloud

Take a nucleus of charge $Z$ at $C$ and an unnormalised Gaussian electron density $\exp(-p|r-P|^2)$ centred at $P$, with exponent $p>0$. In atomic units their attraction energy is

$$E=-Z\int\frac{\exp(-p|r-P|^2)}{|r-C|}\,d^3r=-\frac{2\pi Z}{p}\,F_0\!\left(p|C-P|^2\right).$$

This formula is the step from the theorems to an actual matrix element: it is a standard Gaussian integral, quoted here and not derived in the file. Products of Gaussians with higher angular momentum bring in $F_n$ with larger $n$.

The theorem `hasDerivAt_boys_displacement` moves the nucleus along a straight line $C+sd$ in three-dimensional Euclidean space. The points and the direction $d$ have type `EuclideanSpace ℝ (Fin 3)`, and `inner ℝ (C - P) d` is the dot product $(C-P)\cdot d$. The theorem states that

$$\frac{d}{ds}F_n\!\left(p|C+sd-P|^2\right)\Big|_{s=0}=-2p\,(C-P)\cdot d\;F_{n+1}\!\left(p|C-P|^2\right).$$

The direction need not have unit length, and the theorem allows any real $p$. For a unit vector $d$ and $n=0$, the force component along $d$ is

$$-\frac{dE}{ds}\Big|_{s=0}=-4\pi Z\,(C-P)\cdot d\;F_1\!\left(p|C-P|^2\right),$$

which pulls the nucleus towards the cloud, as it should.

In a Gaussian-basis electronic-structure calculation, this describes, for a product of two s-type Gaussians, the part of the gradient of the electron–nucleus attraction in which the nucleus moves while the Gaussian centres stay fixed. With higher angular momentum, the integral also contains polynomial factors in $C-P$, which have to be differentiated as well. If basis functions move with the nucleus, $P$ and the prefactors of the Gaussian products change too, and further terms appear.

The force formula contains one order more than the energy formula. That is the sense in which forces need a higher Boys order: for $x\neq0$ the value of $F_{n+1}$ can still be computed from $F_n$ and $\exp(-x)$, and the error result says what such a step does to an existing error.

## Differentiation under the integral

At fixed $t$,

$$\frac{\partial}{\partial x}\,t^{2n}\exp(-xt^2)=-t^{2n+2}\exp(-xt^2).$$

The integral of the right-hand side over $[0,1]$ is $-F_{n+1}(x)$. To justify exchanging derivative and integral, it is enough to find an integrable bound on the differentiated integrand that holds for all arguments $y$ near $x$. Let $|y-x|<1$ and $0<t\le1$. Then $-y\le|x|+1$, hence $-yt^2\le(|x|+1)t^2\le|x|+1$. Since also $t^{2n+2}\le1$,

$$\left|t^{2n+2}\exp(-yt^2)\right|\le\exp(|x|+1).$$

The bound is constant in $t$, so it is integrable over $[0,1]$.

In `hasDerivAt_boys`, `hb` is this bound and `hd` is the derivative at fixed $t$. Mathlib's theorem on differentiation of a dominated integral combines them, with `continuous_integrand` supplying the measurability and integrability it asks for.

Each further derivative raises the order by one and changes the sign, so

$$F_n^{(k)}(x)=(-1)^kF_{n+k}(x).$$

`iteratedDeriv_boys` proves this by induction on $k$; the case $k=0$ is $F_n$ itself.

For the displaced nucleus, the argument of the Boys function is a quadratic polynomial in $s$:

$$q(s)=p\left(|C-P|^2+2s\,(C-P)\cdot d+s^2|d|^2\right),\qquad q'(0)=2p\,(C-P)\cdot d .$$

The chain rule gives $F_n'(q(0))\,q'(0)=-F_{n+1}(q(0))\,q'(0)$, which is the formula above. In the Lean proof `hq` expands the squared distance, `hg` differentiates the polynomial at $s=0$, and `comp_of_eq` applies the chain rule. Working with the squared distance avoids the kink of $|C-P|$ at zero, so the result also holds when the nucleus sits at the Gaussian centre. The derivative is then zero.

## The boundary term that gives the recursion

The product rule in $t$ gives

$$\frac{d}{dt}\left[t^{2n+1}\exp(-xt^2)\right]=(2n+1)t^{2n}\exp(-xt^2)-2x\,t^{2n+2}\exp(-xt^2).$$

Integrate from $0$ to $1$. On the left, the upper end contributes $\exp(-x)$ and the lower end contributes zero, because the power $2n+1$ is at least one even for $n=0$. Therefore

$$\exp(-x)=(2n+1)F_n(x)-2xF_{n+1}(x),$$

which rearranges to the recursion.

In `boys_recursion`, `hd` is the product rule, built from the derivative `h1` of the power and the derivative `h2` of the exponent. The fundamental theorem of calculus turns it into `h`, after `i1` and `i2` have shown that the two terms are integrable separately. The local name `e` there stands for the evaluation of the boundary term, and has nothing to do with the error $e$ of the later theorems.

## What one upward step does to an error

For $x>0$ the recursion can be divided by $2x$, which gives $U(F_n(x))=F_{n+1}(x)$. The update is affine in $f$, so the exponential cancels in the difference:

$$U(F_n(x)+e)-F_{n+1}(x)=\frac{2n+1}{2x}\,e .$$

Both $2n+1$ and $2x$ are positive. Taking absolute values therefore multiplies $|e|$ by $(2n+1)/(2x)$, which is the content of `upStep_error`. Its step `hB` solves the recursion for $F_{n+1}$, and `h` is the difference just written.

If $e\neq0$, the new error is larger than $|e|$ exactly when this factor exceeds one, that is, when $2x<2n+1$. At $2x=2n+1$ the size of the error stays the same. For $n=0$ the region of growth is $0<x<1/2$, and it widens as the order rises. The last line of `boys_derivative_and_amplification` does this comparison: it inserts `upStep_error`, cancels $|e|$ and then clears the denominator $2x$.

The relative error needs one more inequality. Since $\exp(-x)>0$, the recursion gives $2xF_{n+1}(x)<(2n+1)F_n(x)$, or

$$F_{n+1}(x)<\frac{2n+1}{2x}\,F_n(x).$$

The true value is thus multiplied by less than the factor that multiplies the error. Both Boys functions are positive, because their integrands are positive for $0<t<1$; this is `boys_pos`. Multiplying the inequality by $|e|$ and dividing by $F_nF_{n+1}$ yields

$$\frac{|e|}{F_n(x)}<\frac{2n+1}{2x}\,\frac{|e|}{F_{n+1}(x)},$$

and the right-hand side is the relative error after the step. In `relative_error_grows` the strict inequality between the two Boys functions is called `key`. So when $2x>2n+1$, the absolute error shrinks, but the function value shrinks by a larger factor.

## Force constants bring in order $n+2$

Differentiating the displacement formula once more, again with $P$ fixed, gives the curvature along the line:

$$\frac{d^2}{ds^2}F_n(q(s))\Big|_{s=0}=4p^2\left((C-P)\cdot d\right)^2F_{n+2}(q(0))-2p\,|d|^2\,F_{n+1}(q(0)).$$

The first term comes from $F_n''=F_{n+2}$ and the second from $q''(0)=2p|d|^2$. This second-derivative formula is an informal consequence of the chain rule, with no Lean theorem of its own here. It shows how the same pattern continues from forces to the contribution that a fixed cloud makes to the harmonic force constants.
